# Central Hermite Values and the First-Order Contact Shift of Even Oscillator Levels

The two lowest even Hermite polynomials are He_0 = 1 and He_2 = x² − 1. At the origin their squares are both 1, but the squared norm of the unnormalised function He_n exp(−x²/4) is proportional to n!, so the quantity that matters is the square divided by 0! = 1 or by 2! = 2. In the one-dimensional harmonic oscillator the second even level therefore has half the central probability density of the ground state, and to first order a contact potential at the origin shifts it half as much. One step further, He_4(0) = 3 and 9/4! = 3/8, which is 3/4 of the previous value. Each step up by two levels multiplies the density by a simple fraction, and the product of these fractions is a central binomial coefficient divided by a power of four.

## The central density, step by step

Measure energies in ħω and lengths in √(ħ/2mω), where m is the mass and ω the trap frequency. The oscillator Hamiltonian is then

H = −d²/dx² + x²/4.

For n = 0, 1, 2, … let He_n be the probabilists' Hermite polynomials, and let

ψ_n(x) = He_n(x) exp(−x²/4) / √(n! √(2π)).

For a contact potential g δ(x) with real strength g, the first-order shift of level n is g ψ_n(0)². The claim is that for even levels

He_(2n)(0)² / (2n)! = C(2n,n) / 4ⁿ,

g ψ_(2n)(0)² = g/√(2π) · C(2n,n)/4ⁿ,

that √(πn) times the ratio in the first line tends to 1, and that odd levels have no first-order shift.

**Eigenstates.** The polynomials obey He_(n+1) = x He_n − He_n′. They also obey He_(n+1)′ = (n+1) He_n. This holds for n = 0, since He_1 = x, and if it holds for n, then

He_(n+2)′ = He_(n+1) + x He_(n+1)′ − He_(n+1)″
= He_(n+1) + (n+1)(x He_n − He_n′)
= (n+2) He_(n+1).

Differentiating the first recursion and inserting the second gives Hermite's equation:

He_n″ − x He_n′ + n He_n = 0.

Two derivatives of He_n exp(−x²/4) produce the factor He_n″ − x He_n′ − He_n/2 + (x²/4) He_n in front of the exponential. The x²/4 terms cancel in Hψ_n, and Hermite's equation leaves Hψ_n = (n + 1/2) ψ_n.

**Norm.** Let I_n be the integral of He_n² exp(−x²/2) over the line. Since He_n′ = x He_n − He_(n+1),

d/dx [He_(n+1) He_n exp(−x²/2)] = [(n+1) He_n² − He_(n+1)²] exp(−x²/2).

The left side integrates to zero, so I_(n+1) = (n+1) I_n. With I_0 = √(2π) this gives I_n = n! √(2π), and ψ_n has unit norm.

**Exact ratio.** At x = 0 the two recursions combine to

He_(n+2)(0) = −(n+1) He_n(0).

Write r_n = He_(2n)(0)²/(2n)!. Then r_0 = 1 and

r_(n+1) = (2n+1)² / ((2n+2)(2n+1)) · r_n = (2n+1)/(2n+2) · r_n.

The numbers C(2n,n)/4ⁿ also start at 1, and they follow the same recursion because (n+1) C(2n+2,n+1) = 2(2n+1) C(2n,n). The two sequences are equal. Since He_1(0) = 0, the same two-step recursion makes every odd polynomial vanish at the origin.

**High levels.** Let W_n be the Wallis product of the factors (2k)²/((2k−1)(2k+1)) for k = 1, …, n, with W_0 = 1. Then

r_n² (2n+1) W_n = 1

for every n: it is true at n = 0, and in passing to n+1 the three factors change by (2n+1)²/(2n+2)², (2n+3)/(2n+1) and (2n+2)²/((2n+1)(2n+3)), whose product is 1. Hence

πn r_n² = π · n/(2n+1) / W_n → π · (1/2) / (π/2) = 1,

because W_n → π/2. As r_n is positive, √(πn) r_n → 1. Multiplying the shift of level 2n by √n therefore gives the limit g/(√(2π) √π) = g/(√2 π).

For a single particle in a one-dimensional harmonic trap, these shifts are the diagonal matrix elements of a central contact potential in the oscillator basis, and can serve as reference values for a program that computes them.

## Polynomials, states and the contact potential in Lean

```lean
import Mathlib

open Polynomial MeasureTheory Filter Topology

namespace OscillatorContactShift

noncomputable section
```

Mathlib defines the probabilists' Hermite polynomials with integer coefficients. `He` carries them over to real coefficients.

```lean
/-- The probabilists' Hermite polynomial He_n with real coefficients. -/
def He (n : ℕ) : ℝ[X] := (Polynomial.hermite n).map (Int.castRingHom ℝ)
```

The function `level n` is ψ_n, with the normalisation written out. It is real-valued, so its square is the probability density.

```lean
/-- The n-th oscillator wavefunction, with lengths in units of √(ħ/2mω). -/
def level (n : ℕ) (x : ℝ) : ℝ :=
  (He n).eval x * Real.exp (-(1 / 4) * x ^ 2) / √((n.factorial : ℝ) * √(2 * Real.pi))
```

The delta function enters as the Dirac measure at the origin, and `contactShift g n` is g times the integral of the density against that measure. Here g is measured in ħω times the length unit. That the first-order energy shift equals this expectation value is the standard rule of perturbation theory and is taken as the definition. The exact spectrum with the contact potential present, and the size of the higher-order terms, are not treated.

```lean
/-- First-order energy shift of level n by the contact potential g δ(x): the expectation value
of the potential, with δ(x) as the Dirac measure at the origin. -/
def contactShift (g : ℝ) (n : ℕ) : ℝ := g * ∫ x, level n x ^ 2 ∂(Measure.dirac (0 : ℝ))
```

## Eigenvalue equation and norm

The first recursion comes from Mathlib's definition, and the second follows by the induction given above.

```lean
lemma He_succ (n : ℕ) : He (n + 1) = X * He n - derivative (He n) := by
  simp [He, Polynomial.hermite_succ, Polynomial.derivative_map]

/-- Differentiation lowers the Hermite index: He_{n+1}' = (n+1) He_n. -/
theorem derivative_He (n : ℕ) : derivative (He (n + 1)) = ((n : ℝ[X]) + 1) * He n := by
  induction n with
  | zero => rw [He_succ]; simp [He]
  | succ n ih =>
    have h : derivative ((n : ℝ[X]) + 1) = 0 := by simp
    rw [He_succ (n + 1), derivative_sub, derivative_mul, derivative_X, ih, derivative_mul, h,
      He_succ n]
    push_cast
    ring
```

The next lemma differentiates any polynomial p times exp(−ax²). The result is again a polynomial times the same Gaussian, with p replaced by p′ − 2ax p. It is used with a = 1/4 for the wavefunctions and with a = 1/2 for the norm.

```lean
lemma hasDerivAt_poly_gauss (p : ℝ[X]) (a x : ℝ) :
    HasDerivAt (fun y => p.eval y * Real.exp (-a * y ^ 2))
      ((derivative p - C (2 * a) * X * p).eval x * Real.exp (-a * x ^ 2)) x := by
  have h1 : HasDerivAt (fun y : ℝ => -a * y ^ 2) (-a * (2 * x)) x := by
    simpa using (hasDerivAt_pow 2 x).const_mul (-a)
  refine ((p.hasDerivAt x).fun_mul h1.exp).congr_deriv ?_
  simp only [eval_sub, eval_mul, eval_C, eval_X]
  ring
```

The theorem `level_schrodinger` states Hψ_n = (n + 1/2) ψ_n at every real x. In its proof `key` applies the derivative rule, once for each derivative, and `ode` is Hermite's equation evaluated at x. The final `linear_combination` multiplies that equation by the Gaussian and the normalisation factor.

```lean
/-- The wavefunctions solve the stationary Schrödinger equation of the oscillator with energy
n + 1/2 in units of ħω. -/
theorem level_schrodinger (n : ℕ) (x : ℝ) :
    -deriv (deriv (level n)) x + x ^ 2 / 4 * level n x = ((n : ℝ) + 1 / 2) * level n x := by
  have key : ∀ (c : ℝ) (p : ℝ[X]),
      deriv (fun y => p.eval y * Real.exp (-(1 / 4) * y ^ 2) / c) =
      fun y => (derivative p - C (2 * (1 / 4)) * X * p).eval y
        * Real.exp (-(1 / 4) * y ^ 2) / c :=
    fun c p => funext fun y => ((hasDerivAt_poly_gauss p (1 / 4) y).div_const c).deriv
  have hl : level n = fun y => (He n).eval y * Real.exp (-(1 / 4) * y ^ 2)
      / √((n.factorial : ℝ) * √(2 * Real.pi)) := rfl
  -- Hermite's differential equation, from the two recursions
  have h := derivative_He n
  rw [He_succ, derivative_sub, derivative_mul, derivative_X] at h
  have ode := congrArg (eval x) h
  simp only [eval_sub, eval_add, eval_mul, eval_X, eval_one, eval_natCast] at ode
  rw [hl, key, key]
  simp only [derivative_sub, derivative_mul, derivative_C, derivative_X, eval_sub, eval_add,
    eval_mul, eval_C, eval_X, eval_zero, eval_one]
  linear_combination (Real.exp (-(1 / 4) * x ^ 2)
    / √((n.factorial : ℝ) * √(2 * Real.pi))) * ode
```

The Mathlib lemma used below to integrate a total derivative to zero assumes that the function and its derivative are both integrable. Both are polynomials times exp(−x²/2), so it is enough to treat monomials and sums.

```lean
lemma integrable_poly_gauss (p : ℝ[X]) :
    Integrable (fun x : ℝ => p.eval x * Real.exp (-(1 / 2) * x ^ 2)) := by
  induction p using Polynomial.induction_on' with
  | add p q hp hq =>
    refine (hp.add hq).congr (ae_of_all _ fun x => ?_)
    simp [add_mul]
  | monomial n a =>
    have hn : (-1 : ℝ) < (n : ℝ) := by linarith [n.cast_nonneg (α := ℝ)]
    have h := (integrable_rpow_mul_exp_neg_mul_sq (b := 1 / 2) (by norm_num) hn).const_mul a
    simpa [eval_monomial, mul_assoc, Real.rpow_natCast] using h
```

In `hermite_norm` the hypothesis `hz` says that the derivative of He_(n+1) He_n exp(−x²/2) has zero integral, and `hp` rewrites its polynomial factor as (n+1) He_n² − He_(n+1)². The induction hypothesis then supplies I_n.

```lean
/-- The squared norm of He_n with Gaussian weight exp(-x²/2) is n! √(2π). -/
theorem hermite_norm (n : ℕ) :
    ∫ x : ℝ, (He n).eval x ^ 2 * Real.exp (-(1 / 2) * x ^ 2)
      = (n.factorial : ℝ) * √(2 * Real.pi) := by
  induction n with
  | zero =>
    have h := integral_gaussian (1 / 2)
    rw [show Real.pi / (1 / 2) = 2 * Real.pi by ring] at h
    simpa [He] using h
  | succ n ih =>
    have hI : ∀ m, Integrable (fun x : ℝ => (He m).eval x ^ 2 * Real.exp (-(1 / 2) * x ^ 2)) :=
      fun m => by
        have h := integrable_poly_gauss (He m ^ 2)
        simp only [eval_pow] at h
        exact h
    -- the total derivative of He_{n+1} He_n exp(-x²/2) integrates to zero
    have hz := integral_eq_zero_of_hasDerivAt_of_integrable
      (fun x => hasDerivAt_poly_gauss (He (n + 1) * He n) (1 / 2) x)
      (integrable_poly_gauss _) (integrable_poly_gauss _)
    have hp : derivative (He (n + 1) * He n) - C (2 * (1 / 2) : ℝ) * X * (He (n + 1) * He n)
        = C ((n : ℝ) + 1) * He n ^ 2 - He (n + 1) ^ 2 := by
      have hB : derivative (He n) = X * He n - He (n + 1) := by rw [He_succ n]; ring
      rw [derivative_mul, derivative_He, hB, show (2 * (1 / 2) : ℝ) = 1 by norm_num]
      simp only [map_add, map_one, map_natCast]
      ring
    rw [hp] at hz
    simp only [eval_sub, eval_mul, eval_C, eval_pow, sub_mul, mul_assoc] at hz
    rw [integral_sub ((hI n).const_mul ((n : ℝ) + 1)) (hI (n + 1)), integral_const_mul, ih] at hz
    rw [Nat.factorial_succ]
    push_cast
    linear_combination -hz
```

Dividing by n! √(2π) gives unit norm for `level n`, so the prefactor 1/√(2π) in the shift is derived.

```lean
/-- The oscillator wavefunctions are normalised. -/
theorem level_norm (n : ℕ) : ∫ x : ℝ, level n x ^ 2 = 1 := by
  have h : ∀ x, level n x ^ 2 = (He n).eval x ^ 2 * Real.exp (-(1 / 2) * x ^ 2)
      / ((n.factorial : ℝ) * √(2 * Real.pi)) := fun x => by
    have he : Real.exp (-(1 / 4) * x ^ 2) ^ 2 = Real.exp (-(1 / 2) * x ^ 2) := by
      rw [← Real.exp_nat_mul]; congr 1; push_cast; ring
    rw [level, div_pow, mul_pow, Real.sq_sqrt (by positivity), he]
  simp only [h]
  rw [integral_div, hermite_norm]
  exact div_self (by positivity)
```

## The ratio at the origin and its limit

Evaluating the recursions at zero gives the two-step rule, in which n may be even or odd.

```lean
lemma He_add_two_zero (n : ℕ) : (He (n + 2)).eval 0 = -((n : ℝ) + 1) * (He n).eval 0 := by
  have h := congrArg (eval 0) (He_succ (n + 1))
  rw [derivative_He] at h
  simp only [eval_sub, eval_mul, eval_X, eval_add, eval_natCast, eval_one, zero_mul] at h
  change (He (n + 1 + 1)).eval 0 = _
  rw [h]
  ring
```

The binomial side has its own recursion. `Nat.centralBinom n` is Mathlib's name for C(2n,n).

```lean
lemma binom_ratio_succ (n : ℕ) : ((n + 1).centralBinom : ℝ) / 4 ^ (n + 1)
    = (2 * n + 1) / (2 * (n + 1)) * ((n.centralBinom : ℝ) / 4 ^ n) := by
  have hb : ((n : ℝ) + 1) * (n + 1).centralBinom = 2 * (2 * n + 1) * n.centralBinom := by
    exact_mod_cast Nat.succ_mul_centralBinom_succ n
  have hc : ((n + 1).centralBinom : ℝ) = 2 * (2 * n + 1) * n.centralBinom / (n + 1) := by
    rw [eq_div_iff (by positivity)]; linarith
  rw [hc, pow_succ]
  field_simp
  ring
```

The induction in `hermite_ratio` compares the two: `hf` splits off the two new factors of the factorial, and the remaining identity between fractions is closed by `field_simp`.

```lean
/-- The squared central value of an even Hermite polynomial:
He_{2n}(0)² / (2n)! = C(2n,n) / 4ⁿ. -/
theorem hermite_ratio (n : ℕ) : (He (2 * n)).eval 0 ^ 2 / ((2 * n).factorial : ℝ)
    = ((2 * n).choose n : ℝ) / 4 ^ n := by
  rw [← Nat.centralBinom_eq_two_mul_choose]
  induction n with
  | zero => simp [He]
  | succ n ih =>
    have hf : ((2 * n + 2).factorial : ℝ)
        = (2 * (n + 1)) * (2 * n + 1) * (2 * n).factorial := by
      rw [Nat.factorial_succ, Nat.factorial_succ]; push_cast; ring
    rw [binom_ratio_succ, ← ih, show 2 * (n + 1) = 2 * n + 2 by ring, He_add_two_zero, hf]
    push_cast
    field_simp
```

The identity with the Wallis product is exact at every n, including n = 0. After both recursions are inserted, the induction step is the cancellation of the three factors.

```lean
lemma binom_wallis (n : ℕ) :
    ((n.centralBinom : ℝ) / 4 ^ n) ^ 2 * (2 * n + 1) * Real.Wallis.W n = 1 := by
  induction n with
  | zero => simp [Real.Wallis.W]
  | succ n ih =>
    rw [binom_ratio_succ, Real.Wallis.W_succ]
    generalize (n.centralBinom : ℝ) / 4 ^ n = r at ih ⊢
    generalize Real.Wallis.W n = w at ih ⊢
    push_cast
    refine Eq.trans ?_ ih
    field_simp
    ring
```

In the limit theorem, `Tendsto … atTop (𝓝 1)` means convergence to 1 as n grows without bound. The proof follows the calculation by hand: `h1` is the limit n/(2n+1) → 1/2, `h2` combines it with Wallis' limit under a square root, and `hs` identifies the expression under the root with πn r_n². Since r_n is non-negative, the root of r_n² is r_n itself.

```lean
/-- √(πn) He_{2n}(0)² / (2n)! tends to one as n tends to infinity. -/
theorem hermite_ratio_tendsto : Tendsto (fun n : ℕ => √(Real.pi * n) *
    ((He (2 * n)).eval 0 ^ 2 / ((2 * n).factorial : ℝ))) atTop (𝓝 1) := by
  have h0 : Tendsto (fun n : ℕ => 2 * (n : ℝ) + 1) atTop atTop :=
    tendsto_atTop_add_const_right _ _ (tendsto_natCast_atTop_atTop.const_mul_atTop two_pos)
  have h1 : Tendsto (fun n : ℕ => (n : ℝ) / (2 * n + 1)) atTop (𝓝 (1 / 2)) := by
    have h := (tendsto_const_nhds (x := (1 / 2 : ℝ))).sub
      ((tendsto_const_nhds (x := (1 / 2 : ℝ))).div_atTop h0)
    rw [sub_zero] at h
    refine h.congr fun n => ?_
    have : (2 * (n : ℝ) + 1) ≠ 0 := by positivity
    field_simp
    ring
  -- Wallis' product supplies the factor π
  have h2 := ((h1.const_mul Real.pi).div Real.Wallis.tendsto_W_nhds_pi_div_two
    (by positivity)).sqrt
  have e : Real.pi * (1 / 2) / (Real.pi / 2) = 1 := by
    rw [div_eq_one_iff_eq (by positivity)]; ring
  rw [e, Real.sqrt_one] at h2
  refine h2.congr fun n => ?_
  rw [hermite_ratio, ← Nat.centralBinom_eq_two_mul_choose]
  change √(Real.pi * ((n : ℝ) / (2 * n + 1)) / Real.Wallis.W n) = _
  have hw := binom_wallis n
  have hr : 0 ≤ (n.centralBinom : ℝ) / 4 ^ n := by positivity
  generalize (n.centralBinom : ℝ) / 4 ^ n = r at hw hr ⊢
  have hq : r ^ 2 * Real.Wallis.W n = 1 / (2 * n + 1) := by
    rw [eq_div_iff (by positivity)]; linarith
  have hs : Real.pi * ((n : ℝ) / (2 * n + 1)) / Real.Wallis.W n = Real.pi * n * r ^ 2 := by
    rw [div_eq_iff (Real.Wallis.W_pos n).ne']
    linear_combination (-(Real.pi * n)) * hq
  rw [hs, Real.sqrt_mul (by positivity), Real.sqrt_sq hr]
```

## Shifts of odd and even levels

Integration against the Dirac measure evaluates the density at zero, where the Gaussian equals 1. This expresses the shift of any level through its central Hermite value.

```lean
lemma contactShift_eq (g : ℝ) (n : ℕ) : contactShift g n
    = g / √(2 * Real.pi) * ((He n).eval 0 ^ 2 / (n.factorial : ℝ)) := by
  rw [contactShift, integral_dirac, level, div_pow, Real.sq_sqrt (by positivity),
    show -(1 / 4) * (0 : ℝ) ^ 2 = 0 by norm_num, Real.exp_zero, mul_one]
  field_simp
```

For odd levels that value is zero, by induction in steps of two from He_1(0) = 0.

```lean
/-- A central contact potential does not shift the odd levels to first order. -/
theorem contactShift_odd (g : ℝ) (n : ℕ) : contactShift g (2 * n + 1) = 0 := by
  have h : (He (2 * n + 1)).eval 0 = 0 := by
    induction n with
    | zero => rw [He_succ]; simp [He]
    | succ n ih =>
      rw [show 2 * (n + 1) + 1 = 2 * n + 1 + 2 by ring, He_add_two_zero, ih, mul_zero]
  rw [contactShift_eq, h]
  simp
```

The last theorem has two parts, valid for every real g, whether repulsive, attractive or zero. The first is the exact formula for the first-order shift of level 2n. The second is the limit g/(√2 π) of √n times that shift, obtained by multiplying the limit of the ratio by a constant; `e` is the identity √(2π) √π = √2 π.

```lean
/-- The first-order contact shift of the even level 2n is g/√(2π) · C(2n,n)/4ⁿ, and √n times
this shift tends to g/(√2 π) for high levels. -/
theorem contactShift_even (g : ℝ) :
    (∀ n : ℕ, contactShift g (2 * n)
      = g / √(2 * Real.pi) * (((2 * n).choose n : ℝ) / 4 ^ n)) ∧
    Tendsto (fun n : ℕ => √(n : ℝ) * contactShift g (2 * n)) atTop
      (𝓝 (g / (√2 * Real.pi))) := by
  refine ⟨fun n => by rw [contactShift_eq, hermite_ratio], ?_⟩
  have h := hermite_ratio_tendsto.const_mul (g / (√(2 * Real.pi) * √Real.pi))
  have e : √(2 * Real.pi) * √Real.pi = √2 * Real.pi := by
    rw [Real.sqrt_mul (by norm_num), mul_assoc, Real.mul_self_sqrt Real.pi_pos.le]
  rw [mul_one, e] at h
  refine h.congr fun n => ?_
  rw [contactShift_eq, ← e, Real.sqrt_mul Real.pi_pos.le (n : ℝ)]
  have hpi : √Real.pi ≠ 0 := by positivity
  field_simp

end

end OscillatorContactShift
```

```lean
#print axioms OscillatorContactShift.level_schrodinger
#print axioms OscillatorContactShift.level_norm
#print axioms OscillatorContactShift.contactShift_odd
#print axioms OscillatorContactShift.contactShift_even
```

```
'OscillatorContactShift.level_schrodinger' depends on axioms: [propext, Classical.choice, Quot.sound]
'OscillatorContactShift.level_norm' depends on axioms: [propext, Classical.choice, Quot.sound]
'OscillatorContactShift.contactShift_odd' depends on axioms: [propext, Classical.choice, Quot.sound]
'OscillatorContactShift.contactShift_even' depends on axioms: [propext, Classical.choice, Quot.sound]
```
